# Continuous radial charge densities on non-overlapping balls repel like point charges

Let $\rho_A$ and $\rho_B$ be the small-component charge densities of two atoms, each spherical about its own nucleus, with the nuclei a distance $R$ apart. The question is when their Coulomb repulsion equals that of two point charges at the nuclei.

Units are chosen so that two unit charges at unit distance have energy 1. A density $\rho$ is a continuous function of the distance $r$ from its centre, used only for $0\le r\le a$; it need not vanish at $a$, and it may take either sign. Its charge within radius $a$ is

$$q(a)=\int_0^a 4\pi r^2\rho(r)\,dr .$$

For a point at radius $r$ and a field point at radius $R$, let $\mu$ be the cosine of the angle between them, seen from the centre. Their separation is

$$d(r,R,\mu)=\sqrt{r^2+R^2-2rR\mu}.$$

The potential at distance $R>0$ from the centre is then

$$V_a(R)=\int_0^a\!\int_{-1}^1\frac{2\pi r^2\rho(r)}{d(r,R,\mu)}\,d\mu\,dr ,$$

where the factor $2\pi$ comes from the azimuth.

The claim is that $V_a(R)=q(a)/R$ whenever $R\ge a$, and that two such densities, on balls of radii $a$ and $b$ with $a+b\le R$, have repulsion energy exactly $q_Aq_B/R$, where $q_A$ is the charge of the first density within $a$ and $q_B$ that of the second within $b$.

## Averaging the inverse distance over a shell

Take $r,R>0$. Since

$$d^2=(r-R)^2+2rR(1-\mu),$$

the separation is positive for $\mu<1$. There

$$\frac{d}{d\mu}\left(-\frac{d(r,R,\mu)}{rR}\right)=-\frac{1}{rR}\cdot\frac{-2rR}{2\,d(r,R,\mu)}=\frac1{d(r,R,\mu)} .$$

At the endpoints, $d(r,R,-1)=r+R$ and $d(r,R,1)=|r-R|$. Hence

$$\frac12\int_{-1}^1\frac{d\mu}{d(r,R,\mu)}=\frac{r+R-|r-R|}{2rR}=\frac{\min(r,R)}{rR}=\frac1{\max(r,R)} .$$

The limiting case $r=R$ puts the field point on the shell itself. The integrand is then $1/(R\sqrt{2(1-\mu)})$, which diverges at $\mu=1$ but has the finite integral $2/R$. Half of this is $1/R$, in agreement with the formula.

## From shells to balls

Inserting the shell average into the potential gives

$$V_a(R)=\int_0^a\frac{4\pi r^2\rho(r)}{\max(r,R)}\,dr .$$

If $R\ge a$, the maximum is $R$ throughout, and $V_a(R)=q(a)/R$. If $0<R\le a$, splitting the integral at $R$ gives

$$V_a(R)=\frac{q(R)}R+\int_R^a4\pi r\rho(r)\,dr .$$

Subtracting this from the point-charge value leaves

$$\frac{q(a)}R-V_a(R)=\int_R^a4\pi r\rho(r)\,\frac{r-R}{R}\,dr ,$$

which is positive if $R<a$ and $\rho>0$ between $R$ and $a$.

The constant density $\rho=1$ with $a=2$ and $R=1$ shows what happens without the condition $a\le R$. The point-charge formula predicts $q(2)/1=32\pi/3$, whereas the potential is $4\pi/3+6\pi=22\pi/3$.

For two balls, let $s\le b$ be the distance of a point of the second ball from its own centre, and measure $\mu$ there from the direction of the first centre. The distance of this point from the first centre satisfies

$$d(s,R,\mu)\ge R-s\ge R-b\ge a .$$

The first density therefore acts on it with potential $q_A/d(s,R,\mu)$, and the energy is

$$\int_0^b\!\int_{-1}^1 2\pi s^2\rho_B(s)\frac{q_A}{d(s,R,\mu)}\,d\mu\,ds .$$

This is $q_A$ times the potential of the second density at distance $R\ge b$, so it equals $q_Aq_B/R$.

In molecular four-component SCF, this is the idealised basis for replacing the Coulomb repulsion between small-component charges on different atoms by a point-charge term, exact here for continuous spherical densities confined to balls that do not overlap. Left to physical judgement are the division of the molecular small-component density into atomic parts and the replacement of each part, which has a tail and is deformed by bonding, by such a confined spherical density. Continuity suits a nucleus of finite size; with a point nucleus the exact small-component density of a 1s electron diverges at the nucleus, and the theorems below do not cover it as stated.

## Distances, charges and energies as Lean definitions

```lean
import Mathlib

open MeasureTheory Set
open scoped Real

namespace SmallComponentPointCharge

noncomputable section
```

The separation is a real-valued function of two radii and a cosine.

```lean
/-- Distance between a point at radius `r` and a point at radius `R`, where `μ` is the cosine of
the angle between them. -/
def separation (r R μ : ℝ) : ℝ := √(r ^ 2 + R ^ 2 - 2 * r * R * μ)
```

The shell average is the half-integral computed above.

```lean
/-- Average of the inverse distance over a spherical shell of radius `r`, seen from radius `R`,
for `r, R > 0`; the integrand has a zero denominator only at `r = R`, `μ = 1`. -/
def shellAverage (r R : ℝ) : ℝ := (1 / 2) * ∫ μ in (-1 : ℝ)..1, 1 / separation r R μ
```

At $r=R$, $\mu=1$, Lean assigns the quotient $1/0$ the value 0; a single point does not affect the integral.

The type `C(ℝ, ℝ)` consists of continuous functions on the whole real line. The integration limits impose the cut-off, so `charge ρ a` is $q(a)$, and `charge ρ R` is the part of the charge within $R$.

```lean
/-- Total charge of the radial density `ρ` inside the ball of radius `a`. -/
def charge (ρ : C(ℝ, ℝ)) (a : ℝ) : ℝ := ∫ r in (0 : ℝ)..a, 4 * π * r ^ 2 * ρ r
```

The potential is defined directly as the iterated integral in spherical coordinates. The passage from a three-dimensional volume integral to this form is part of the definition.

```lean
/-- Coulomb potential at distance `R > 0` from the centre of the radial density `ρ` on the ball of
radius `a`, in spherical coordinates with the azimuth integrated out. The integrand has a zero
denominator only at the field point itself. -/
def potential (ρ : C(ℝ, ℝ)) (a R : ℝ) : ℝ :=
  ∫ r in (0 : ℝ)..a, ∫ μ in (-1 : ℝ)..1, 2 * π * r ^ 2 * ρ r / separation r R μ
```

The energy integrates the second density against the actual potential of the first, and no point-charge form is put in beforehand. Despite its name, `repulsion` is a signed energy: charges of opposite sign make it negative.

```lean
/-- Coulomb repulsion of two radial densities on balls of radii `a` and `b` whose centres are
a distance `R` apart: the second density integrated against the potential of the first. -/
def repulsion (ρA : C(ℝ, ℝ)) (a : ℝ) (ρB : C(ℝ, ℝ)) (b R : ℝ) : ℝ :=
  ∫ s in (0 : ℝ)..b, ∫ μ in (-1 : ℝ)..1,
    2 * π * s ^ 2 * ρB s * potential ρA a (separation s R μ)
```

## The shell average in Lean

The first lemma states that the squared separation is positive for positive radii and $\mu<1$. It supplies `nlinarith` with the two terms of the decomposition of $d^2$: the positive product $rR(1-\mu)$ and the square $(r-R)^2$.

```lean
/-- For positive radii, the squared distance is positive away from the forward direction
`μ = 1`. -/
theorem separation_sq_pos {r R μ : ℝ} (hr : 0 < r) (hR : 0 < R) (hμ : μ < 1) :
    0 < r ^ 2 + R ^ 2 - 2 * r * R * μ := by
  have h := mul_pos (mul_pos hr hR) (sub_pos.2 hμ)
  nlinarith [sq_nonneg (r - R)]
```

The next theorem gives the average for all positive $r$ and $R$, equal radii included.

```lean
/-- The inverse distance averaged over a shell of radius `r > 0`, seen from radius `R > 0`, is the
inverse of the larger radius. -/
theorem shellAverage_eq {r R : ℝ} (hr : 0 < r) (hR : 0 < R) :
    shellAverage r R = 1 / max r R := by
  -- the distance itself supplies the antiderivative
  have hd : ∀ μ ∈ Ioo (-1 : ℝ) 1,
      HasDerivAt (fun x => -separation r R x / (r * R)) (1 / separation r R μ) μ := by
    intro μ hμ
    have hp := separation_sq_pos hr hR hμ.2
    have h1 : HasDerivAt (fun x : ℝ => r ^ 2 + R ^ 2 - 2 * r * R * x) (-(2 * r * R)) μ :=
      (((hasDerivAt_id' μ).const_mul (2 * r * R)).const_sub (r ^ 2 + R ^ 2)).congr_deriv
        (by ring)
    refine ((h1.sqrt hp.ne').fun_neg.div_const (r * R)).congr_deriv ?_
    have hs := Real.sqrt_pos.mpr hp
    change -(-(2 * r * R) / (2 * √(r ^ 2 + R ^ 2 - 2 * r * R * μ))) / (r * R)
      = 1 / √(r ^ 2 + R ^ 2 - 2 * r * R * μ)
    generalize √(r ^ 2 + R ^ 2 - 2 * r * R * μ) = s at hs ⊢
    field_simp
  have hc : Continuous (fun x => -separation r R x / (r * R)) := by
    unfold separation
    fun_prop
  -- the antiderivative is continuous up to the endpoints, so its nonnegative derivative is
  -- integrable, even when `r = R`
  have hi : IntervalIntegrable (fun μ => 1 / separation r R μ) volume (-1) 1 :=
    (intervalIntegrable_iff_integrableOn_Ioc_of_le (by norm_num)).2
      (intervalIntegral.integrableOn_deriv_of_nonneg hc.continuousOn hd
        (fun μ _ => by unfold separation; positivity))
  have key := intervalIntegral.integral_eq_sub_of_hasDerivAt_of_le
    (by norm_num) hc.continuousOn hd hi
  have h1 : separation r R 1 = |r - R| := by
    rw [separation, ← Real.sqrt_sq_eq_abs]
    congr 1
    ring
  have h2 : separation r R (-1) = r + R := by
    rw [separation, show r ^ 2 + R ^ 2 - 2 * r * R * (-1) = (r + R) ^ 2 by ring,
      Real.sqrt_sq (by positivity)]
  simp only [h1, h2] at key
  rw [shellAverage, key]
  rcases le_total r R with h | h
  · rw [max_eq_right h, abs_of_nonpos (by linarith)]
    field_simp
    ring
  · rw [max_eq_left h, abs_of_nonneg (by linarith)]
    field_simp
    ring
```

The statement `hd` is the derivative computed by hand, on the open interval only, because the square root may fail to be differentiable at $\mu=1$. The statement `hc` says that the antiderivative is continuous. Integrability, `hi`, follows because the derivative of a continuous function on a closed interval is integrable if it is nonnegative inside; this handles the singular case $r=R$ together with the others. The fundamental theorem of calculus then gives `key`, while `h1` and `h2` evaluate the separation at $\mu=1$ and $\mu=-1$. The final case split on $r\le R$ or $R\le r$ resolves the absolute value and the maximum together.

## Potentials outside and inside the ball

The shell formula for the potential holds for $a\ge0$ and $R>0$.

```lean
/-- At `R > 0` each shell of the density contributes its charge divided by the larger of its own
radius and `R`. -/
theorem potential_eq_shells (ρ : C(ℝ, ℝ)) {a R : ℝ} (ha : 0 ≤ a) (hR : 0 < R) :
    potential ρ a R = ∫ r in (0 : ℝ)..a, 4 * π * r ^ 2 * ρ r / max r R := by
  unfold potential
  apply intervalIntegral.integral_congr
  intro r hr
  rw [uIcc_of_le ha] at hr
  have h : (∫ μ in (-1 : ℝ)..1, 2 * π * r ^ 2 * ρ r / separation r R μ)
      = 4 * π * r ^ 2 * ρ r * shellAverage r R := by
    unfold shellAverage
    simp only [div_eq_mul_inv, one_mul, intervalIntegral.integral_const_mul]
    ring
  beta_reduce
  rw [h]
  rcases hr.1.eq_or_lt with h0 | h0
  · simp [← h0]
  · rw [shellAverage_eq h0 hR]
    ring
```

The proof compares the integrands at each $r$ in $[0,a]$. The factor that does not depend on $\mu$ is taken out of the inner integral, leaving `shellAverage r R`. At $r=0$ both sides vanish because of the factor $r^2$; for $r>0$ the previous theorem applies.

The exterior formula assumes $a\le R$, so the surface of the ball is included. In the smallest case, $a=0$, both sides are zero.

```lean
/-- On or outside the ball that carries it, a continuous radial density has exactly the potential
of a point charge at its centre. -/
theorem potential_outside (ρ : C(ℝ, ℝ)) {a R : ℝ} (ha : 0 ≤ a) (hR : 0 < R) (haR : a ≤ R) :
    potential ρ a R = charge ρ a / R := by
  rw [potential_eq_shells ρ ha hR, charge, ← intervalIntegral.integral_div]
  apply intervalIntegral.integral_congr
  intro r hr
  rw [uIcc_of_le ha] at hr
  beta_reduce
  rw [max_eq_right (hr.2.trans haR)]
```

Here $r\le a\le R$ replaces the maximum by $R$, and the constant $1/R$ comes out of the integral.

For a field point inside the ball or on its surface, the charge within $R$ and the shells beyond it contribute separately.

```lean
/-- At `0 < R ≤ a` the charge within `R` acts as a point charge, and each shell beyond `R` adds
its charge divided by its own radius. -/
theorem potential_inside (ρ : C(ℝ, ℝ)) {a R : ℝ} (hR : 0 < R) (hRa : R ≤ a) :
    potential ρ a R = charge ρ R / R + ∫ r in R..a, 4 * π * r * ρ r := by
  have hc : Continuous (fun r : ℝ => 4 * π * r ^ 2 * ρ r / max r R) :=
    ((continuous_const.mul (continuous_pow 2)).mul ρ.continuous).div
      (continuous_id.max continuous_const) (fun r => (lt_max_of_lt_right hR).ne')
  rw [potential_eq_shells ρ (hR.le.trans hRa) hR,
    ← intervalIntegral.integral_add_adjacent_intervals
      (hc.intervalIntegrable 0 R) (hc.intervalIntegrable R a),
    ← potential_eq_shells ρ hR.le hR, potential_outside ρ hR.le hR le_rfl]
  congr 1
  apply intervalIntegral.integral_congr
  intro r hr
  rw [uIcc_of_le hRa] at hr
  have h0 : 0 < r := hR.trans_le hr.1
  beta_reduce
  rw [max_eq_left hr.1]
  field_simp
```

After the continuity statement `hc` has justified splitting the integral at $R$, the inner part is recognised as the potential of a ball of radius $R$ at its own surface, to which `potential_outside` applies. In the outer part the maximum is $r$, and one power of $r$ cancels.

The strict inequality assumes that the density is positive between $R$ and $a$; it may have any sign within $R$.

```lean
/-- At `0 < R < a`, if the density is positive between `R` and `a`, the potential is strictly
smaller than that of the total charge placed at the centre. -/
theorem potential_lt_point_charge (ρ : C(ℝ, ℝ)) {a R : ℝ} (hR : 0 < R) (hRa : R < a)
    (hρ : ∀ r ∈ Ioo R a, 0 < ρ r) : potential ρ a R < charge ρ a / R := by
  have hc1 : Continuous (fun r : ℝ => 4 * π * r ^ 2 * ρ r) :=
    (continuous_const.mul (continuous_pow 2)).mul ρ.continuous
  have hc2 : Continuous (fun r : ℝ => 4 * π * r * ρ r) :=
    (continuous_const.mul continuous_id).mul ρ.continuous
  have hsplit : charge ρ a = charge ρ R + ∫ r in R..a, 4 * π * r ^ 2 * ρ r :=
    (intervalIntegral.integral_add_adjacent_intervals
      (hc1.intervalIntegrable 0 R) (hc1.intervalIntegrable R a)).symm
  -- moving the outer shells to the centre raises the potential
  have hpos : 0 < ∫ r in R..a, (4 * π * r ^ 2 * ρ r / R - 4 * π * r * ρ r) := by
    refine intervalIntegral.intervalIntegral_pos_of_pos_on
      (((hc1.div_const R).sub hc2).intervalIntegrable R a) (fun r hr => ?_) hRa
    have h0 : 0 < r := hR.trans hr.1
    have h1 := hρ r hr
    have h2 : 0 < r - R := sub_pos.2 hr.1
    have e : 4 * π * r ^ 2 * ρ r / R - 4 * π * r * ρ r
        = 4 * π * r * ρ r * (r - R) / R := by
      field_simp
    rw [e]
    positivity
  rw [intervalIntegral.integral_sub ((hc1.div_const R).intervalIntegrable R a)
    (hc2.intervalIntegrable R a), intervalIntegral.integral_div] at hpos
  rw [potential_inside ρ hR hRa.le, hsplit, add_div]
  linarith
```

The statement `hsplit` divides the total charge at $R$, and `hpos` is the positivity of the difference integral found by hand. Its integrand is rewritten in the factored form $4\pi r\rho(r)(r-R)/R$, in which every factor is visibly positive.

## Repulsion between two balls

The last theorem takes two continuous densities, radii $a>0$ and $b\ge0$, and a distance between centres with $a+b\le R$. Touching balls are allowed. It concerns the classical Coulomb energy; exchange does not enter.

```lean
/-- Two continuous radial densities on balls that do not overlap repel each other exactly like
point charges at their centres. -/
theorem repulsion_eq_point_charges (ρA ρB : C(ℝ, ℝ)) {a b R : ℝ} (ha : 0 < a) (hb : 0 ≤ b)
    (hab : a + b ≤ R) : repulsion ρA a ρB b R = charge ρA a * charge ρB b / R := by
  have hR : 0 < R := by linarith
  have key : repulsion ρA a ρB b R = charge ρA a * potential ρB b R := by
    change _ = charge ρA a * ∫ s in (0 : ℝ)..b, ∫ μ in (-1 : ℝ)..1,
      2 * π * s ^ 2 * ρB s / separation s R μ
    unfold repulsion
    rw [← intervalIntegral.integral_const_mul]
    apply intervalIntegral.integral_congr
    intro s hs
    rw [uIcc_of_le hb] at hs
    beta_reduce
    rw [← intervalIntegral.integral_const_mul]
    apply intervalIntegral.integral_congr
    intro μ hμ
    rw [uIcc_of_le (by norm_num : (-1 : ℝ) ≤ 1)] at hμ
    -- every point of the second ball lies outside the first or on its surface
    have hsep : a ≤ separation s R μ := by
      refine (Real.le_sqrt' ha).2 ?_
      have h1 := mul_nonneg (mul_nonneg hs.1 hR.le) (sub_nonneg.2 hμ.2)
      have h2 := pow_le_pow_left₀ ha.le (by linarith [hs.2] : a ≤ R - s) 2
      nlinarith
    beta_reduce
    rw [potential_outside ρA ha.le (ha.trans_le hsep) hsep]
    ring
  rw [key, potential_outside ρB hb hR (by linarith)]
  ring

end

end SmallComponentPointCharge
```

The statement `hsep` is the geometric estimate that every point of the second ball is at least $a$ from the first centre. It is proved in squared form, by comparing $a^2$ with $(R-s)^2$ and using $sR(1-\mu)\ge0$. Since $a>0$, the separation is also positive, as `potential_outside` requires. Applying that theorem under the integral gives `key`, in which the charge of the first density multiplies the potential of the second. A second application, now with $b\le R$, yields the product of the charges divided by $R$.

```lean
#print axioms SmallComponentPointCharge.potential_lt_point_charge
#print axioms SmallComponentPointCharge.repulsion_eq_point_charges
```

```
'SmallComponentPointCharge.potential_lt_point_charge' depends on axioms: [propext, Classical.choice, Quot.sound]
'SmallComponentPointCharge.repulsion_eq_point_charges' depends on axioms: [propext, Classical.choice, Quot.sound]
```
